# Wavevectors commensurate with a nondegenerate two-dimensional supercell are the integer combinations of its reciprocal basis vectors

The theorem `commensurate_iff` concerns a two-dimensional lattice and a supercell whose edges are the columns of an integer matrix M with nonzero determinant. A wavevector q, with rational coordinates in the primitive reciprocal basis, is called commensurate with the supercell if both components of Mᵀq are integers. The theorem says that this holds exactly when there are integers k and l with det M · q₀ = M₁₁k − M₁₀l and det M · q₁ = M₀₀l − M₀₁k, which is Cramer's rule for Mᵀq = (k, l). The attempt proves each direction by taking linear combinations of the two component equations, and in the reverse direction it also cancels the nonzero determinant.

The failing Lean file:

```lean
import Mathlib

open Matrix

namespace CommensurateIff

/-- A wavevector, in coordinates of the primitive reciprocal basis, is a reciprocal lattice
vector if both coordinates are integers. -/
def IsReciprocalVector (q : Fin 2 → ℚ) : Prop := ∃ z : Fin 2 → ℤ, ∀ i, q i = z i

/-- The wavevector `q` is commensurate with the supercell whose edges are the columns of `M`:
`Mᵀ q` is integral. -/
def Commensurate (M : Matrix (Fin 2) (Fin 2) ℤ) (q : Fin 2 → ℚ) : Prop :=
  IsReciprocalVector ((M.map (Int.cast : ℤ → ℚ))ᵀ *ᵥ q)

/-- A wavevector is a reciprocal lattice vector exactly when its two components are integers. -/
theorem isReciprocalVector_iff (q : Fin 2 → ℚ) :
    IsReciprocalVector q ↔ ∃ a b : ℤ, q 0 = a ∧ q 1 = b :=
  ⟨fun ⟨z, h⟩ => ⟨z 0, z 1, h 0, h 1⟩,
    fun ⟨a, b, h0, h1⟩ => ⟨![a, b], Fin.forall_fin_two.mpr ⟨h0, h1⟩⟩⟩

/-- For a supercell of nonzero determinant, the commensurate wavevectors are the integer
combinations of the supercell's reciprocal basis vectors, given here by Cramer's rule. -/
theorem commensurate_iff {M : Matrix (Fin 2) (Fin 2) ℤ} (hM : M.det ≠ 0) (q : Fin 2 → ℚ) :
    Commensurate M q ↔ ∃ k l : ℤ,
      (M.det : ℚ) * q 0 = ((M 1 1 * k - M 1 0 * l : ℤ) : ℚ) ∧
      (M.det : ℚ) * q 1 = ((M 0 0 * l - M 0 1 * k : ℤ) : ℚ) := by
  have hD : (M.det : ℚ) ≠ 0 := Int.cast_ne_zero.mpr hM
  have hdet : (M.det : ℚ) = M 0 0 * M 1 1 - M 0 1 * M 1 0 := by
    rw [Matrix.det_fin_two]; push_cast; ring
  constructor
  · rintro ⟨z, hz⟩
    have h0 : (M 0 0 : ℚ) * q 0 + M 1 0 * q 1 = z 0 := by
      simpa [Matrix.mulVec, dotProduct, Fin.sum_univ_two] using hz 0
    have h1 : (M 0 1 : ℚ) * q 0 + M 1 1 * q 1 = z 1 := by
      simpa [Matrix.mulVec, dotProduct, Fin.sum_univ_two] using hz 1
    refine ⟨z 0, z 1, ?_, ?_⟩
    · rw [hdet]; push_cast
      linear_combination (M 1 1 : ℚ) * h0 - (M 1 0 : ℚ) * h1
    · rw [hdet]; push_cast
      linear_combination (M 0 0 : ℚ) * h1 - (M 0 1 : ℚ) * h0
  · rintro ⟨k, l, h0, h1⟩
    push_cast at h0 h1
    have e0 : (M 0 0 : ℚ) * q 0 + M 1 0 * q 1 = k := by
      apply mul_left_cancel₀ hD
      linear_combination (M 0 0 : ℚ) * h0 + (M 1 0 : ℚ) * h1 - (k : ℚ) * hdet
    have e1 : (M 0 1 : ℚ) * q 0 + M 1 1 * q 1 = l := by
      apply mul_left_cancel₀ hD
      linear_combination (M 0 1 : ℚ) * h0 + (M 1 1 : ℚ) * h1 - (l : ℚ) * hdet
    refine (isReciprocalVector_iff _).mpr ⟨k, l, ?_, ?_⟩
    · simpa [Matrix.mulVec, dotProduct, Fin.sum_univ_two] using e0
    · simpa [Matrix.mulVec, dotProduct, Fin.sum_univ_two] using e1

end CommensurateIff
```

Messages:

```
Main.lean:46:6: error: ring failed, ring expressions not equal
M : Matrix (Fin 2) (Fin 2) ℤ
hM : M.det ≠ 0
q : Fin 2 → ℚ
hD : ↑M.det ≠ 0
hdet : ↑M.det = ↑(M 0 0) * ↑(M 1 1) - ↑(M 0 1) * ↑(M 1 0)
k l : ℤ
h0 : (M.map fun x => ↑x).det * q 0 = ↑(M 1 1) * ↑k - ↑(M 1 0) * ↑l
h1 : (M.map fun x => ↑x).det * q 1 = ↑(M 0 0) * ↑l - ↑(M 0 1) * ↑k
⊢ ↑M.det * ↑(M 0 0) * q 0 + ↑M.det * ↑(M 1 0) * q 1 - ↑(M 0 0) * q 0 * (M.map fun x => ↑x).det -
      ↑(M 1 0) * q 1 * (M.map fun x => ↑x).det =
    0
Main.lean:49:6: error: ring failed, ring expressions not equal
M : Matrix (Fin 2) (Fin 2) ℤ
hM : M.det ≠ 0
q : Fin 2 → ℚ
hD : ↑M.det ≠ 0
hdet : ↑M.det = ↑(M 0 0) * ↑(M 1 1) - ↑(M 0 1) * ↑(M 1 0)
k l : ℤ
h0 : (M.map fun x => ↑x).det * q 0 = ↑(M 1 1) * ↑k - ↑(M 1 0) * ↑l
h1 : (M.map fun x => ↑x).det * q 1 = ↑(M 0 0) * ↑l - ↑(M 0 1) * ↑k
e0 : ↑(M 0 0) * q 0 + ↑(M 1 0) * q 1 = ↑k
⊢ ↑M.det * ↑(M 0 1) * q 0 + ↑M.det * ↑(M 1 1) * q 1 - ↑(M 0 1) * q 0 * (M.map fun x => ↑x).det -
      ↑(M 1 1) * q 1 * (M.map fun x => ↑x).det =
    0
```

The change, after which it compiles:

```diff
@@ -41,5 +41,5 @@
       linear_combination (M 0 0 : ℚ) * h1 - (M 0 1 : ℚ) * h0
   · rintro ⟨k, l, h0, h1⟩
-    push_cast at h0 h1
+    simp only [Int.cast_sub, Int.cast_mul] at h0 h1
     have e0 : (M 0 0 : ℚ) * q 0 + M 1 0 * q 1 = k := by
       apply mul_left_cancel₀ hD
```

Both errors are in the reverse direction, and they have the same cause. The line `push_cast at h0 h1` was meant to move the casts from ℤ to ℚ inside the differences and products on the right-hand sides. It also moved the cast inside the determinant on the left, turning `↑M.det`, the integer determinant cast to ℚ, into `(M.map fun x => ↑x).det`, the determinant of the matrix with its entries cast. The goals, `hD` and `hdet` still had `↑M.det`.

The two expressions are equal, but `ring`, which `linear_combination` calls to check the final identity, treats them as unrelated atoms. The terms containing them therefore could not cancel, and they are what remains in each message.

The repair uses `simp only [Int.cast_sub, Int.cast_mul]` instead, which moves casts through subtraction and multiplication only. The determinant stays as `↑M.det` in `h0` and `h1`, matching the goals and `hdet`, and both linear combinations then check as written.
